# The quadrupole of a one-exponent p-Gaussian shell vanishes exactly when its symmetric density matrix is a multiple of the identity

## Can an unevenly filled p shell have zero quadrupole?

I want the quadrupole of an open p shell, and I treat the shell as three normalized p Gaussians φ_i on one centre, with a common exponent a > 0 and a real symmetric density matrix D. Equal populations without off-diagonal elements give a spherical density, so the quadrupole is zero. But it is only a set of integrals over the density. Could unequal populations and off-diagonal elements cancel in them, so that a non-spherical shell also gives zero?

## No: the quadrupole is proportional to the traceless part of D

The choice to fix first is the convention for the quadrupole. Here it is the matrix

Q_ij = ∫ (3 x_i x_j − δ_ij r²) ρ d³x, with ρ = Σ_kl D_kl φ_k φ_l,

taken about the shell's centre, without the factor 1/2 of some textbooks and without the electron's charge. No cancellation of the kind you describe can occur, because

Q = (3/(2a)) (D − (tr D/3) 1).

To derive this, write φ_i = N x_i exp(−a r²) with N > 0. Products of orbitals contain exp(−b r²) with b = 2a. Let M_n = ∫ tⁿ exp(−b t²) dt over the line. Integrating the derivative of tⁿ⁺¹ exp(−b t²) gives

0 = (n+1) M_n − 2b M_(n+2).

With g = M_0 = √(π/(2a)), this yields M_2 = g/(4a) and M_4 = 3g/(4a)². Odd moments vanish. Integrals over space factorise, so

∫ x_i x_j exp(−2a r²) d³x = δ_ij g³/(4a),

and normalization requires N² = 4a/g³. With four coordinates, the integral is nonzero only if the indices pair up. Two different pairs give M_2² M_0 = g³/(4a)², and four equal indices give three times that. Hence

N² ∫ x_i x_j x_k x_l exp(−2a r²) d³x = (δ_ij δ_kl + δ_ik δ_jl + δ_il δ_jk)/(4a).

Contracting with D gives the second moments

∫ x_i x_j ρ d³x = (δ_ij tr D + D_ij + D_ji)/(4a).

Their trace is ∫ r² ρ d³x = 5 tr D/(4a). Since D_ji = D_ij,

Q_ij = [3 δ_ij tr D + 6 D_ij − 5 δ_ij tr D]/(4a) = (3/(2a)) (D_ij − δ_ij tr D/3).

The prefactor is nonzero, so Q = 0 forces D = (tr D/3) 1. Conversely, D = c 1 has trace 3c and gives Q = 0. One electron in p_z has Q = diag(−1/(2a), −1/(2a), 1/a).

In the Lean file, space is `Fin 3 → ℝ`, with axes numbered 0, 1, 2. `rSq` is r², `pOrb a i` is φ_i with N written out, and `δ` is the identity matrix. `quadrupole_eq` states the formula for Q, with `ha : 0 < a` and `hD : D.IsSymm` as hypotheses; `quadrupole_eq_zero_iff` states the vanishing criterion. Symmetry matters: a nonzero antisymmetric D gives ρ = 0, hence Q = 0, without being a multiple of the identity.

D need not be positive or have occupations between 0 and 2. In electronic-structure work it can be the p–p block of a computed density matrix, provided that the block uses a single exponent on one centre. Identifying this block with the whole density of an atom or molecule is a further step: s–d products, for example, can also contribute to the quadrupole.

```lean
import Mathlib

open MeasureTheory

namespace SolidHarmonicGaussian

noncomputable section

local notation "ℝ³" => Fin 3 → ℝ
local notation "Mat" => Matrix (Fin 3) (Fin 3) ℝ
local notation "δ" => (1 : Matrix (Fin 3) (Fin 3) ℝ)

/-- The squared distance from the origin. -/
def rSq (x : ℝ³) : ℝ := ∑ k, x k ^ 2

/-- The p Gaussian along axis `i` with exponent `a > 0`: a constant times `x_i exp(-a r²)`. -/
def pOrb (a : ℝ) (i : Fin 3) (x : ℝ³) : ℝ :=
  √(4 * a / √(Real.pi / (2 * a)) ^ 3) * x i * Real.exp (-a * rSq x)

/-- The one-centre density with density matrix `D` in the p shell. -/
def density (a : ℝ) (D : Mat) (x : ℝ³) : ℝ := ∑ k, ∑ l, D k l * (pOrb a k x * pOrb a l x)

/-- The integrals of `(3 x_i x_j - δ_ij r²)` times the density. -/
def quadrupole (a : ℝ) (D : Mat) : Mat :=
  Matrix.of fun i j => ∫ x : ℝ³, (3 * (x i * x j) - δ i j * rSq x) * density a D x

/-- The moment of order `n` of `exp(-b t²)` on the line, for `b > 0`. -/
def moment (b : ℝ) (n : ℕ) : ℝ := ∫ t : ℝ, t ^ n * Real.exp (-b * t ^ 2)

/-- The sum over the three pairings of four indices. -/
def pairings (i j k l : Fin 3) : ℝ := δ i j * δ k l + δ i k * δ j l + δ i l * δ j k

/-- A power times a Gaussian with `b > 0` is integrable on the line. -/
theorem integrable_moment {b : ℝ} (hb : 0 < b) (n : ℕ) :
    Integrable (fun t : ℝ => t ^ n * Real.exp (-b * t ^ 2)) := by
  have hn : (0 : ℝ) ≤ n := Nat.cast_nonneg n
  have h := integrable_rpow_mul_exp_neg_mul_sq hb (s := (n : ℝ)) (by linarith)
  simpa only [Real.rpow_natCast] using h

/-- The Gaussian moments of orders zero to four, for `b > 0`. -/
theorem moment_values {b : ℝ} (hb : 0 < b) :
    moment b 0 = √(Real.pi / b) ∧ moment b 1 = 0 ∧
    moment b 2 = 1 / (2 * b) * √(Real.pi / b) ∧ moment b 3 = 0 ∧
    moment b 4 = 3 * (1 / (2 * b)) ^ 2 * √(Real.pi / b) := by
  -- integration by parts raises the order by two
  have step : ∀ n : ℕ, moment b (n + 2) = (n + 1) * (1 / (2 * b)) * moment b n := by
    intro n
    have hd : ∀ x : ℝ, HasDerivAt (fun t : ℝ => t ^ (n + 1) * Real.exp (-b * t ^ 2))
        (((n : ℝ) + 1) * (x ^ n * Real.exp (-b * x ^ 2))
          - 2 * b * (x ^ (n + 2) * Real.exp (-b * x ^ 2))) x := by
      intro x
      have h1 : HasDerivAt (fun t : ℝ => -b * t ^ 2) (-b * (2 * x)) x :=
        ((hasDerivAt_pow 2 x).const_mul (-b)).congr_deriv (by norm_num)
      exact ((hasDerivAt_pow (n + 1) x).fun_mul h1.exp).congr_deriv (by
        simp only [Nat.add_sub_cancel]
        push_cast
        ring)
    have i1 := (integrable_moment hb n).const_mul ((n : ℝ) + 1)
    have i2 := (integrable_moment hb (n + 2)).const_mul (2 * b)
    have h0 := integral_eq_zero_of_hasDerivAt_of_integrable hd (i1.sub i2)
      (integrable_moment hb (n + 1))
    rw [integral_sub i1 i2, integral_const_mul, integral_const_mul] at h0
    change ((n : ℝ) + 1) * moment b n - 2 * b * moment b (n + 2) = 0 at h0
    have hb' : 2 * b * (1 / (2 * b)) = 1 := mul_one_div_cancel (by positivity)
    linear_combination (-(1 / (2 * b))) * h0 - moment b (n + 2) * hb'
  have m0 : moment b 0 = √(Real.pi / b) := by
    simp only [moment, pow_zero, one_mul]
    exact integral_gaussian b
  have m1 : moment b 1 = 0 := by
    have h := integral_neg_eq_self (fun t : ℝ => t ^ 1 * Real.exp (-b * t ^ 2)) volume
    simp only [pow_one, neg_sq, neg_mul, integral_neg] at h
    simp only [moment, pow_one, neg_mul]
    linarith
  have m2 := step 0
  have m3 := step 1
  have m4 := step 2
  norm_num only [zero_add, Nat.reduceAdd, Nat.cast_zero, Nat.cast_one, Nat.cast_ofNat]
    at m2 m3 m4
  refine ⟨m0, m1, ?_, ?_, ?_⟩
  · rw [m2, m0]; ring
  · rw [m3, m1]; ring
  · rw [m4, m2, m0]; ring

/-- A monomial times a Gaussian with `b > 0` is integrable on space, and its integral is the
product of the moments along the axes. -/
theorem gauss_monomial {b : ℝ} (hb : 0 < b) (n : Fin 3 → ℕ) :
    Integrable (fun x : ℝ³ => (∏ m, x m ^ n m) * Real.exp (-b * rSq x)) ∧
    ∫ x : ℝ³, (∏ m, x m ^ n m) * Real.exp (-b * rSq x) = ∏ m, moment b (n m) := by
  have h : (fun x : ℝ³ => (∏ m, x m ^ n m) * Real.exp (-b * rSq x)) =
      fun x => ∏ m, (x m ^ n m * Real.exp (-b * x m ^ 2)) := by
    funext x
    rw [rSq, Finset.mul_sum, Real.exp_sum, Finset.prod_mul_distrib]
  rw [h]
  exact ⟨Integrable.fintype_prod (f := fun m (t : ℝ) => t ^ n m * Real.exp (-b * t ^ 2))
      (fun m => integrable_moment hb (n m)),
    integral_fintype_prod_volume_eq_prod
      (fun m (t : ℝ) => t ^ n m * Real.exp (-b * t ^ 2))⟩

/-- The fourth moments of a Gaussian with `b > 0` on space are given by the sum over the three
pairings of the indices; the integrand is integrable. -/
theorem gauss_four {b : ℝ} (hb : 0 < b) (i j k l : Fin 3) :
    Integrable (fun x : ℝ³ => x i * x j * x k * x l * Real.exp (-b * rSq x)) ∧
    ∫ x : ℝ³, x i * x j * x k * x l * Real.exp (-b * rSq x) =
      (1 / (2 * b)) ^ 2 * √(Real.pi / b) ^ 3 * pairings i j k l := by
  have h : ∀ x : ℝ³, ∏ m, x m ^ ((if m = i then 1 else 0) + (if m = j then 1 else 0)
      + (if m = k then 1 else 0) + (if m = l then 1 else 0)) = x i * x j * x k * x l := by
    intro x
    simp only [pow_add, Finset.prod_mul_distrib, pow_ite, pow_one, pow_zero,
      Finset.prod_ite_eq', Finset.mem_univ, if_true]
  obtain ⟨h1, h2⟩ := gauss_monomial hb (fun m => (if m = i then 1 else 0)
    + (if m = j then 1 else 0) + (if m = k then 1 else 0) + (if m = l then 1 else 0))
  simp only [h] at h1 h2
  refine ⟨h1, h2.trans ?_⟩
  obtain ⟨m0, m1, m2, m3, m4⟩ := moment_values hb
  generalize √(Real.pi / b) = g at m0 m2 m4 ⊢
  generalize 1 / (2 * b) = s at m2 m4 ⊢
  rw [Fin.prod_univ_three]
  fin_cases i <;> fin_cases j <;> fin_cases k <;> fin_cases l <;>
    simp [pairings, m0, m1, m2, m3, m4] <;> ring

/-- For `a > 0`, the product of two p Gaussians is a quadratic monomial times a Gaussian of
twice the exponent. -/
theorem pOrb_mul {a : ℝ} (ha : 0 < a) (i j : Fin 3) (x : ℝ³) :
    pOrb a i x * pOrb a j x = 4 * a / √(Real.pi / (2 * a)) ^ 3 *
      (x i * x j * Real.exp (-(2 * a) * rSq x)) := by
  have e : Real.exp (-(2 * a) * rSq x) = Real.exp (-a * rSq x) * Real.exp (-a * rSq x) := by
    rw [← Real.exp_add]
    congr 1
    ring
  have hC : 0 ≤ 4 * a / √(Real.pi / (2 * a)) ^ 3 := by positivity
  rw [e, pOrb, pOrb]
  generalize 4 * a / √(Real.pi / (2 * a)) ^ 3 = C at hC ⊢
  linear_combination (x i * x j * Real.exp (-a * rSq x) ^ 2) * Real.sq_sqrt hC

/-- The three p Gaussians with exponent `a > 0` are orthonormal. -/
theorem pOrb_orthonormal {a : ℝ} (ha : 0 < a) (i j : Fin 3) :
    ∫ x : ℝ³, pOrb a i x * pOrb a j x = δ i j := by
  have hb : 0 < 2 * a := by positivity
  have h : ∀ x : ℝ³, ∏ m, x m ^ ((if m = i then 1 else 0)
      + (if m = j then 1 else 0)) = x i * x j := by
    intro x
    simp only [pow_add, Finset.prod_mul_distrib, pow_ite, pow_one, pow_zero,
      Finset.prod_ite_eq', Finset.mem_univ, if_true]
  have h2 := (gauss_monomial hb (fun m => (if m = i then 1 else 0)
    + (if m = j then 1 else 0))).2
  simp only [h] at h2
  simp only [pOrb_mul ha]
  rw [integral_const_mul, h2, Fin.prod_univ_three]
  obtain ⟨m0, m1, m2, -, -⟩ := moment_values hb
  have hg : 0 < √(Real.pi / (2 * a)) := by positivity
  generalize √(Real.pi / (2 * a)) = g at m0 m2 hg ⊢
  have hN : 4 * a / g ^ 3 * (1 / (2 * (2 * a)) * g ^ 3) = 1 := by
    field_simp
    norm_num
  generalize 4 * a / g ^ 3 = C at hN ⊢
  generalize 1 / (2 * (2 * a)) = s at m2 hN
  fin_cases i <;> fin_cases j <;> simp [m0, m1, m2] <;> linear_combination hN

/-- For `a > 0` and any real `D`, the second moments of the density are
`(δ_ij tr D + D_ij + D_ji)/(4a)`; the integrand is integrable. -/
theorem density_second_moment {a : ℝ} (ha : 0 < a) (D : Mat) (i j : Fin 3) :
    Integrable (fun x : ℝ³ => x i * x j * density a D x) ∧
    ∫ x : ℝ³, x i * x j * density a D x =
      1 / (4 * a) * (D.trace * δ i j + D i j + D j i) := by
  have hb : 0 < 2 * a := by positivity
  have hg : 0 < √(Real.pi / (2 * a)) := by positivity
  have hN : ∀ g : ℝ, 0 < g → 4 * a / g ^ 3 * (1 / (2 * (2 * a)) * g ^ 3) = 1 := by
    intro g hg
    field_simp
    norm_num
  have hC := hN _ hg
  have hm := pOrb_mul ha
  have h4 := gauss_four hb i j
  generalize 4 * a / √(Real.pi / (2 * a)) ^ 3 = C at hC hm
  have h : (fun x : ℝ³ => x i * x j * density a D x) = fun x => ∑ k, ∑ l,
      C * D k l * (x i * x j * x k * x l * Real.exp (-(2 * a) * rSq x)) := by
    funext x
    simp only [density, Finset.mul_sum]
    refine Finset.sum_congr rfl fun k _ => Finset.sum_congr rfl fun l _ => ?_
    linear_combination (x i * x j * D k l) * hm k l x
  have hi := fun k l => (h4 k l).1.const_mul (C * D k l)
  have hs := fun k => integrable_finsetSum Finset.univ fun l _ => hi k l
  rw [h]
  refine ⟨integrable_finsetSum _ fun k _ => hs k, ?_⟩
  rw [integral_finsetSum _ fun k _ => hs k]
  -- each pair of orbitals contributes through the three pairings
  have step : ∀ k, ∫ x : ℝ³, ∑ l, C * D k l *
      (x i * x j * x k * x l * Real.exp (-(2 * a) * rSq x)) =
      ∑ l, 1 / (4 * a) * (D k l * pairings i j k l) := by
    intro k
    rw [integral_finsetSum _ fun l _ => hi k l]
    refine Finset.sum_congr rfl fun l _ => ?_
    rw [integral_const_mul, (h4 k l).2]
    linear_combination (1 / (4 * a) * (D k l * pairings i j k l)) * hC
  simp only [step, ← Finset.mul_sum]
  congr 1
  clear step hs hi h h4 hm
  fin_cases i <;> fin_cases j <;>
    simp [pairings, Matrix.one_apply, Matrix.trace, Fin.sum_univ_three] <;> ring

/-- For `a > 0` and symmetric `D`, the quadrupole matrix of the p-shell density is `3/(2a)`
times the traceless part of `D`. -/
theorem quadrupole_eq {a : ℝ} (ha : 0 < a) {D : Mat} (hD : D.IsSymm) :
    quadrupole a D = (3 / (2 * a)) • (D - (D.trace / 3) • 1) := by
  ext i j
  have h : (fun x : ℝ³ => (3 * (x i * x j) - δ i j * rSq x) * density a D x) =
      fun x => 3 * (x i * x j * density a D x)
        - δ i j * ∑ k, x k * x k * density a D x := by
    funext x
    simp only [rSq, Fin.sum_univ_three]
    ring
  have hk := density_second_moment ha D
  have i2 := integrable_finsetSum Finset.univ fun k _ => (hk k k).1
  -- the trace of the second moments is the integral of r² times the density
  have ht : ∑ k, 1 / (4 * a) * (D.trace * δ k k + D k k + D k k)
      = 5 / (4 * a) * D.trace := by
    simp only [Fin.sum_univ_three, Matrix.trace, Matrix.diag_apply, Matrix.one_apply_eq]
    ring
  rw [quadrupole, Matrix.of_apply, h, integral_sub ((hk i j).1.const_mul 3) (i2.const_mul _),
    integral_const_mul, integral_const_mul, integral_finsetSum _ fun k _ => (hk k k).1]
  simp only [fun k l => (hk k l).2]
  rw [ht, hD.apply i j]
  simp only [Matrix.smul_apply, Matrix.sub_apply, smul_eq_mul]
  ring

/-- For `a > 0` and symmetric `D`, the quadrupole matrix vanishes exactly when `D` is a
multiple of the identity. -/
theorem quadrupole_eq_zero_iff {a : ℝ} (ha : 0 < a) {D : Mat} (hD : D.IsSymm) :
    quadrupole a D = 0 ↔ ∃ c : ℝ, D = c • 1 := by
  have hc : 3 / (2 * a) ≠ 0 := by positivity
  rw [quadrupole_eq ha hD, smul_eq_zero_iff_right hc, sub_eq_zero]
  constructor
  · intro h
    exact ⟨_, h⟩
  · rintro ⟨c, rfl⟩
    congr 1
    simp [Matrix.trace_smul]

/-- One electron in the p Gaussian along the third axis, with `a > 0`, has the quadrupole matrix
`diag(-1/(2a), -1/(2a), 1/a)`. -/
theorem quadrupole_pz {a : ℝ} (ha : 0 < a) :
    quadrupole a (Matrix.diagonal ![0, 0, 1]) =
      Matrix.diagonal ![-1 / (2 * a), -1 / (2 * a), 1 / a] := by
  have ht : (Matrix.diagonal ![(0 : ℝ), 0, 1]).trace = 1 := by
    simp [Matrix.trace, Fin.sum_univ_three]
  rw [quadrupole_eq ha (Matrix.isSymm_diagonal _), ht]
  ext i j
  fin_cases i <;> fin_cases j <;> simp <;> ring

end

end SolidHarmonicGaussian
```

```lean
#print axioms SolidHarmonicGaussian.pOrb_orthonormal
#print axioms SolidHarmonicGaussian.quadrupole_eq_zero_iff
#print axioms SolidHarmonicGaussian.quadrupole_pz
```

```
'SolidHarmonicGaussian.pOrb_orthonormal' depends on axioms: [propext, Classical.choice, Quot.sound]
'SolidHarmonicGaussian.quadrupole_eq_zero_iff' depends on axioms: [propext, Classical.choice, Quot.sound]
'SolidHarmonicGaussian.quadrupole_pz' depends on axioms: [propext, Classical.choice, Quot.sound]
```

`moment_values` carries out the integration by parts in `step` and obtains M_1 = 0 by reflection. `gauss_monomial` factorises the space integral. `gauss_four` counts how often each axis occurs among the four indices, then checks the pairing formula for every index choice with `fin_cases`.

`pOrb_mul` combines two orbitals into one Gaussian of exponent 2a, and `pOrb_orthonormal` confirms the constant N. `density_second_moment` proves integrability, exchanges the finite sums with the integral and contracts the pairings with D.

`quadrupole_eq` splits the integrand into 3 x_i x_j ρ and δ_ij r² ρ. Its step `ht` computes the trace with the factor 5, and `hD.apply i j` replaces D_ji by D_ij. The criterion follows by cancelling the nonzero prefactor, and `quadrupole_pz` inserts D = diag(0, 0, 1).
